# Detailed balance and the Stokes to anti-Stokes ratio for finitely many thermally populated levels

A molecule in thermal equilibrium scatters light of frequency w into a Stokes line at w − D, where it gains the energy D, and an anti-Stokes line at w + D, where it loses D. To compare the two, we have to fix what the strength of a line is when several transitions share the same energy transfer. Here it is a sum over all pairs of levels with exactly that energy difference, each pair weighted by the population of its initial level. Lines are therefore infinitely sharp, and degenerate or accidentally coinciding transitions add up in one line.

Let the levels have energies E_i, finitely many, with ħ = 1. Let p_i be their populations and a_fi the polarizability matrix element from initial level i to final level f. The strength at energy transfer D is

S(D) = Σ p_i |a_fi|², summed over all pairs (i, f) with E_f − E_i = D.

The inverse temperature is b = 1/(k_B T), usually written β; likewise a and w stand for the textbook α and ω. If a is Hermitian and the populations are Boltzmann populations at b, then for every real D

S(D) = exp(bD) S(−D).

If in addition 0 < D < w and S(−D) > 0, both lines have positive intensity and their ratio is

I(D) / I(−D) = ((w − D)/(w + D))⁴ exp(bD), where I(D) = (w − D)⁴ S(D).

Hermiticity stands for scattering far from electronic resonance and without damping, by a molecule in a nondegenerate electronic ground state and without a magnetic field: a Cartesian component of the polarizability is then a real function of the nuclear coordinates, and its matrix between vibrational states is Hermitian. The fourth power is that of the power radiated by an oscillating dipole.

## Exchanging the initial and final levels

The Boltzmann populations are

p_i = exp(−bE_i)/Z, with Z = Σ_j exp(−bE_j).

Since −bE_i = b(E_f − E_i) − bE_f, two populations are related by

p_i = exp(b(E_f − E_i)) p_f.

In every term of S(D) the gap E_f − E_i equals D, so the exponential is the same for all terms and comes out of the sum. Hermiticity gives |a_fi| = |a_if|. Hence

S(D) = exp(bD) Σ p_f |a_if|², summed over all pairs with E_i − E_f = −D.

The remaining sum runs over transitions that start in f, end in i and change the molecular energy by −D. It is S(−D), which proves detailed balance.

For the intensities, I(D) = (w − D)⁴ exp(bD) S(−D) and I(−D) = (w + D)⁴ S(−D). With 0 < D < w and S(−D) > 0 all factors are positive, S(−D) cancels, and the stated ratio R = I(D)/I(−D) follows. Taking logarithms,

ln R = 4 ln((w − D)/(w + D)) + bD,

and solving for b gives the formula of Raman thermometry:

b = [ln R + 4 ln((w + D)/(w − D))] / D.

## Recovering the populations from detailed balance

Now suppose that the populations p_i are unknown real numbers with sum 1, that no two levels have the same energy, and that detailed balance at b holds for every Hermitian polarizability. Take two different levels i and j and a polarizability with a_ij = a_ji = 1 and all other elements zero. Only two transitions have a nonzero matrix element: i to j, with transfer E_j − E_i, and j to i, with the opposite transfer. These transfers differ because E_i ≠ E_j, so

S(E_j − E_i) = p_i and S(E_i − E_j) = p_j.

Detailed balance becomes p_i = exp(b(E_j − E_i)) p_j. Multiplying by exp(−bE_j) gives

p_i exp(−bE_j) = p_j exp(−bE_i),

which also holds trivially for i = j. Summing over all j gives p_i Z = exp(−bE_i), so the populations are the Boltzmann ones.

## Levels, populations and line strengths in Lean

The levels are labelled by the elements of a type `n`, with no order assumed.

```lean
import Mathlib

namespace RamanDetailedBalance

noncomputable section

variable {n : Type*}
```

The polarizability used to probe a single pair comes first. Its row index `f` is the final level and its column index `k` the initial one.

```lean
/-- The polarizability matrix that couples only the levels `i` and `j`, with unit strength. -/
def pairCoupling [DecidableEq n] (i j : n) : Matrix n n ℂ :=
  Matrix.of fun f k => if (f = i ∧ k = j) ∨ (f = j ∧ k = i) then 1 else 0
```

This matrix is Hermitian because exchanging row and column leaves the condition in the definition unchanged, which is the statement `hc`, and because the entries 0 and 1 are their own complex conjugates.

```lean
/-- The polarizability that couples a single pair of levels is Hermitian. -/
theorem pairCoupling_isHermitian [DecidableEq n] (i j : n) :
    (pairCoupling i j).IsHermitian := by
  apply Matrix.IsHermitian.ext
  intro k l
  have hc : ((l = i ∧ k = j) ∨ (l = j ∧ k = i)) ↔
      ((k = i ∧ l = j) ∨ (k = j ∧ l = i)) := by tauto
  simp only [pairCoupling, Matrix.of_apply, hc]
  split_ifs <;> simp
```

From here on `n` is finite. The energies are a function `E : n → ℝ`, and `b` is any real number, so zero and negative values are allowed.

```lean
variable [Fintype n]

/-- The canonical partition function of the levels `E` at inverse temperature `b`. -/
def partitionFunction (E : n → ℝ) (b : ℝ) : ℝ := ∑ j, Real.exp (-(b * E j))

/-- The Boltzmann population of level `i` at inverse temperature `b`. -/
def boltzmann (E : n → ℝ) (b : ℝ) (i : n) : ℝ :=
  Real.exp (-(b * E i)) / partitionFunction E b
```

The strength takes arbitrary real populations `p`, so that the same definition serves for thermal populations and for the unknown ones of the converse. The `if` selects the pairs with the required energy transfer. At D = 0 the sum contains the terms with f = i and the transitions between different levels of equal energy; both leave the frequency of the light unchanged.

```lean
/-- The Raman strength at energy transfer `D`: the squared polarizability elements of all
transitions that raise the molecular energy by `D`, weighted by the initial populations `p`. -/
def ramanStrength (E p : n → ℝ) (a : Matrix n n ℂ) (D : ℝ) : ℝ :=
  ∑ i, ∑ f, if E f - E i = D then p i * ‖a f i‖ ^ 2 else 0
```

In `p i * ‖a f i‖ ^ 2` the population belongs to the second index of the matrix element. Since the final level is written first in a_fi, one can easily attach the population to f instead. The definition would still compile, but for Hermitian a it would describe S(−D) under the name S(D), and detailed balance would come out with exp(−bD), making the anti-Stokes strength the larger one at positive temperature.

The intensity is a definition too, and the anti-Stokes line is the same expression at `-D`, with prefactor (w + D)⁴.

```lean
/-- The intensity scattered at frequency `w - D` from incident light of frequency `w`, in units
with `ħ = 1` and up to a factor common to all lines. -/
def scatteredIntensity (E p : n → ℝ) (a : Matrix n n ℂ) (w D : ℝ) : ℝ :=
  (w - D) ^ 4 * ramanStrength E p a D
```

The step from this model to an experiment is the assumption that the measured signals are proportional to these intensities with one common factor. This requires correction for the detector's response at the two frequencies, and a signal proportional to radiated power; a photon count carries the third power of the scattered frequency instead.

## Detailed balance as an identity of double sums

The first theorem relates two Boltzmann populations. The exponent is split as in the derivation by hand, and `Real.exp_add` turns the sum of exponents into a product.

```lean
/-- The Boltzmann populations of two levels differ by a factor, the exponential of `b` times their
energy gap. -/
theorem boltzmann_ratio (E : n → ℝ) (b : ℝ) (i f : n) :
    boltzmann E b i = Real.exp (b * (E f - E i)) * boltzmann E b f := by
  have h : -(b * E i) = b * (E f - E i) + -(b * E f) := by ring
  unfold boltzmann
  rw [h, Real.exp_add, mul_div_assoc]
```

In `detailed_balance` the hypothesis `ha` is Hermiticity, and D is an arbitrary real number. `Finset.sum_comm` exchanges the order of summation on the left, so that the outer index is the final level f there and the initial level on the right. The two double sums can then be compared term by term.

For each pair, `hn` supplies |a_if| = |a_fi|. If E_f − E_i = D, then E_i − E_f = −D, both conditions select the pair, and `boltzmann_ratio` provides the factor exp(bD). Otherwise both terms vanish.

```lean
/-- Detailed balance: for a Hermitian polarizability and Boltzmann populations, the Raman
strengths at energy transfers `D` and `-D` differ by the factor `exp (b D)`. -/
theorem detailed_balance (E : n → ℝ) (b : ℝ) {a : Matrix n n ℂ} (ha : a.IsHermitian) (D : ℝ) :
    ramanStrength E (boltzmann E b) a D =
      Real.exp (b * D) * ramanStrength E (boltzmann E b) a (-D) := by
  unfold ramanStrength
  -- exchange the roles of initial and final level on the left
  rw [Finset.sum_comm, Finset.mul_sum]
  refine Finset.sum_congr rfl fun f _ => ?_
  rw [Finset.mul_sum]
  refine Finset.sum_congr rfl fun i _ => ?_
  have hn : ‖a i f‖ = ‖a f i‖ := by rw [← ha.apply i f, norm_star]
  by_cases h : E f - E i = D
  · have h' : E i - E f = -D := by linarith
    rw [if_pos h, if_pos h', hn, boltzmann_ratio E b i f, h]
    ring
  · have h' : ¬ (E i - E f = -D) := fun e => h (by linarith)
    rw [if_neg h, if_neg h', mul_zero]
```

For calculated spectra of a finite-level model, this identity is a consistency condition between the two sides of the spectrum. The plain Fourier transform of the classical autocorrelation function of a polarizability component is even in D and fails it wherever the transform is nonzero and bD ≠ 0; multiplying by a suitable quantum correction factor restores the identity.

## Intensity ratio and thermometer

The next theorem has three conclusions: the Stokes intensity is positive, the anti-Stokes intensity is positive, and their ratio has the stated value. The hypothesis `hS` says that the anti-Stokes line is present. For Boltzmann populations this means that at least one pair of levels with gap D is coupled by the polarizability.

The condition D < w makes the scattered Stokes frequency positive. The ratio alone would not reveal a violation with D > w, because the even power hides the sign of w − D.

After detailed balance has been inserted, both intensities are products of positive factors. The ratio is proved by `div_eq_div_iff`, which multiplies out the denominators after they have been shown to be nonzero, and `ring` checks the remaining identity.

```lean
/-- For a Hermitian polarizability, Boltzmann populations, `0 < D < w` and a nonzero anti-Stokes
strength, the Stokes and anti-Stokes lines both have positive intensity, and their ratio is
`((w - D) / (w + D)) ^ 4 * exp (b D)`. -/
theorem stokes_antiStokes_ratio (E : n → ℝ) (b : ℝ) {a : Matrix n n ℂ} (ha : a.IsHermitian)
    {w D : ℝ} (hD : 0 < D) (hw : D < w)
    (hS : 0 < ramanStrength E (boltzmann E b) a (-D)) :
    0 < scatteredIntensity E (boltzmann E b) a w D ∧
    0 < scatteredIntensity E (boltzmann E b) a w (-D) ∧
    scatteredIntensity E (boltzmann E b) a w D / scatteredIntensity E (boltzmann E b) a w (-D) =
      ((w - D) / (w + D)) ^ 4 * Real.exp (b * D) := by
  have h1 : 0 < w - D := by linarith
  have h2 : 0 < w + D := by linarith
  unfold scatteredIntensity
  rw [detailed_balance E b ha D, sub_neg_eq_add]
  refine ⟨mul_pos (pow_pos h1 4) (mul_pos (Real.exp_pos _) hS), mul_pos (pow_pos h2 4) hS, ?_⟩
  rw [div_pow, div_mul_eq_mul_div,
    div_eq_div_iff (mul_pos (pow_pos h2 4) hS).ne' (pow_pos h2 4).ne']
  ring
```

The thermometer formula uses the same hypotheses. Neither the level energies nor the polarizability elements appear in it except through the measured ratio, so within this finite, non-resonant model the temperature follows from w, D and the two intensities.

In the proof the ratio is replaced by its value, the logarithm of the product is split, and the equation is multiplied by D. The two logarithms of frequency ratios have opposite signs and cancel, leaving bD on both sides.

```lean
/-- Raman thermometry: for a Hermitian polarizability, Boltzmann populations, `0 < D < w` and a
nonzero anti-Stokes strength, the intensity ratio of the two lines determines the inverse
temperature. -/
theorem raman_thermometer (E : n → ℝ) (b : ℝ) {a : Matrix n n ℂ} (ha : a.IsHermitian)
    {w D : ℝ} (hD : 0 < D) (hw : D < w)
    (hS : 0 < ramanStrength E (boltzmann E b) a (-D)) :
    b = (Real.log (scatteredIntensity E (boltzmann E b) a w D /
          scatteredIntensity E (boltzmann E b) a w (-D)) +
        4 * Real.log ((w + D) / (w - D))) / D := by
  have h1 : 0 < w - D := by linarith
  have h2 : 0 < w + D := by linarith
  rw [(stokes_antiStokes_ratio E b ha hD hw hS).2.2,
    Real.log_mul (pow_pos (div_pos h1 h2) 4).ne' (Real.exp_pos _).ne', Real.log_pow,
    Real.log_exp, Real.log_div h1.ne' h2.ne', Real.log_div h2.ne' h1.ne', eq_div_iff hD.ne']
  push_cast
  ring
```

## Probing one pair of levels at a time

The next theorem computes the strength for the single-pair polarizability. The local statement `key` says that each term of the double sum equals p_i for the transition from i to j and zero for every other. Its cases are those of the derivation: the transition from i to j contributes; the reverse one has the wrong energy transfer, since E_i ≠ E_j; all others have a vanishing matrix element. The theorem needs only the energies of i and j to differ, and other levels may be degenerate.

```lean
/-- If only two levels `i` and `j` of different energy are coupled, with unit matrix element, the
Raman strength at the energy transfer `E j - E i` is the population of `i`. -/
theorem ramanStrength_pairCoupling [DecidableEq n] (E p : n → ℝ) {i j : n} (h : E i ≠ E j) :
    ramanStrength E p (pairCoupling i j) (E j - E i) = p i := by
  -- only the transition from i to j contributes
  have key : ∀ k f, (if E f - E k = E j - E i then p k * ‖pairCoupling i j f k‖ ^ 2 else 0) =
      if f = j then (if k = i then p i else 0) else 0 := by
    intro k f
    by_cases hk : k = i ∧ f = j
    · rw [hk.1, hk.2]
      simp [pairCoupling]
    · by_cases hk' : k = j ∧ f = i
      · have hE : ¬ (E i - E j = E j - E i) := fun e => h (by linarith)
        have hne : i ≠ j := fun e => h (by rw [e])
        rw [hk'.1, hk'.2, if_neg hE, if_neg hne]
      · have h0 : pairCoupling i j f k = 0 := by
          simp only [pairCoupling, Matrix.of_apply]
          exact if_neg (by tauto)
        have hr : (if f = j then (if k = i then p i else 0) else 0) = 0 := by
          split_ifs with hf hi
          · exact absurd ⟨hi, hf⟩ hk
          · rfl
          · rfl
        rw [hr, h0]
        simp
  unfold ramanStrength
  simp only [key]
  simp
```

In the converse, `Function.Injective E` says that no two levels share an energy, and `hp` is the normalisation. The populations are not assumed to be nonnegative; that follows from the conclusion. The hypothesis `h` ranges over all Hermitian matrices at fixed populations. Physically, the populations are fixed before the coupling to light is chosen, and one molecule with one given polarizability may supply only part of this information: a polarizability that leaves some level uncoupled to all others says nothing about the population of that level relative to theirs.

Some condition on the energies is needed. If two levels have the same energy and there are no others, S(D) vanishes for D ≠ 0, detailed balance at D = 0 reads S(0) = S(0), and any populations with sum 1 satisfy it. The converse can fail only if all levels share one energy. Otherwise two degenerate levels can each be compared with a third level of different energy, which forces their populations to be equal. Injectivity is therefore a convenient hypothesis, stronger than necessary.

The proof establishes p_i exp(−bE_j) = p_j exp(−bE_i) as `key`. For different levels it applies `h` to `pairCoupling i j` at the transfer E_j − E_i and evaluates both sides with the previous theorem. The right-hand side concerns the reverse transition, so `hc` first records that coupling i to j is the same as coupling j to i. The last lines sum `key` over j and use `hp`, which gives p_i Z = exp(−bE_i); the division by Z is allowed because Z is positive as soon as there is a level i.

```lean
/-- Converse of detailed balance: for nondegenerate levels, normalised populations that satisfy
detailed balance at `b` for every Hermitian polarizability are the Boltzmann populations. -/
theorem boltzmann_of_detailed_balance (E p : n → ℝ) (b : ℝ) (hE : Function.Injective E)
    (hp : ∑ i, p i = 1)
    (h : ∀ a : Matrix n n ℂ, a.IsHermitian → ∀ D : ℝ,
      ramanStrength E p a D = Real.exp (b * D) * ramanStrength E p a (-D)) :
    p = boltzmann E b := by
  classical
  -- probe each pair of levels separately
  have key : ∀ i j, p i * Real.exp (-(b * E j)) = p j * Real.exp (-(b * E i)) := by
    intro i j
    by_cases hij : i = j
    · rw [hij]
    · have hne : E i ≠ E j := fun e => hij (hE e)
      have hc : pairCoupling i j = pairCoupling j i := by
        ext k l
        simp only [pairCoupling, Matrix.of_apply]
        exact if_congr or_comm rfl rfl
      have hb := h (pairCoupling i j) (pairCoupling_isHermitian i j) (E j - E i)
      rw [neg_sub, ramanStrength_pairCoupling E p hne, hc,
        ramanStrength_pairCoupling E p hne.symm] at hb
      have e : Real.exp (b * (E j - E i)) * Real.exp (-(b * E j)) = Real.exp (-(b * E i)) := by
        rw [← Real.exp_add]
        congr 1
        ring
      rw [hb, mul_right_comm, e, mul_comm]
  funext i
  have hZ : 0 < partitionFunction E b :=
    Finset.sum_pos (fun j _ => Real.exp_pos _) ⟨i, Finset.mem_univ i⟩
  -- summing over j fixes the normalisation
  unfold boltzmann
  rw [eq_div_iff hZ.ne']
  unfold partitionFunction
  rw [Finset.mul_sum, Finset.sum_congr rfl (fun j _ => key i j), ← Finset.sum_mul, hp, one_mul]

end

end RamanDetailedBalance
```

```lean
#print axioms RamanDetailedBalance.stokes_antiStokes_ratio
#print axioms RamanDetailedBalance.raman_thermometer
#print axioms RamanDetailedBalance.boltzmann_of_detailed_balance
```

```
'RamanDetailedBalance.stokes_antiStokes_ratio' depends on axioms: [propext, Classical.choice, Quot.sound]
'RamanDetailedBalance.raman_thermometer' depends on axioms: [propext, Classical.choice, Quot.sound]
'RamanDetailedBalance.boltzmann_of_detailed_balance' depends on axioms: [propext, Classical.choice, Quot.sound]
```
